# The symmetriser, the antisymmetriser and two Young operators resolve the identity in the rational group algebra of \(S_3\)

For two electrons, let \(e\) be the identity permutation and \(t=(12)\) the exchange, with \(t^2=e\). Put \(s_\pm=(e\pm t)/2\). Then

\[
s_\pm^2=\frac{e\pm 2t+t^2}{4}=s_\pm,\qquad s_+s_-=s_-s_+=\frac{e-t^2}{4}=0,\qquad s_++s_-=e .
\]

Every function of the positions alone, or of the spins alone, of two electrons therefore splits into a symmetric and an antisymmetric part. For three electrons these two parts in general no longer add up to the whole, and the Young operators

\[
c_1=\tfrac13(e+(12))(e-(13)),\qquad c_2=\tfrac13(e+(13))(e-(12))
\]

supply the rest. The same cancellation is at work: \(c_1c_2\) contains the factor \((e-(13))(e+(13))=0\), and \(c_2c_1\) contains \((e-(12))(e+(12))=0\).

## The algebra and its four elements

```lean
import Mathlib

open Equiv

namespace YoungSymmetrisersS3

noncomputable section
```

The code builds on the library Mathlib. Opening `Equiv` allows the short names `Perm` for permutations and `swap` for transpositions.

```lean
/-- The rational group algebra of the permutations of three electrons. -/
abbrev A3 := MonoidAlgebra ℚ (Perm (Fin 3))
```

`Fin 3` is the set \(\{0,1,2\}\), which labels electrons 1, 2, 3. An element of `A3` is a formal sum \(\sum_g q_g\,g\) over the six permutations, with rational coefficients \(q_g\). Multiplication extends the composition of permutations, in which the right-hand factor acts first.

```lean
/-- A permutation regarded as an element of the group algebra. -/
def P : Perm (Fin 3) →* A3 := MonoidAlgebra.of ℚ (Perm (Fin 3))
```

`P` sends a permutation to the corresponding basis element of the algebra. The arrow `→*` records that it respects products and the identity, so \(P(gh)=P(g)P(h)\) and \(P(e)=1\). The algebra's `1` is the \(e\) of the ordinary notation.

```lean
/-- The transposition (12); electrons 1, 2, 3 carry the labels 0, 1, 2. -/
def p12 : A3 := P (swap 0 1)
```

This is \((12)\), written \(a\) from here on. The labels in `swap 0 1` are one lower than the electron numbers.

```lean
/-- The transposition (13). -/
def p13 : A3 := P (swap 0 2)
```

This is \((13)\), written \(b\).

```lean
/-- The transposition (23). -/
def p23 : A3 := P (swap 1 2)
```

This is \((23)\), which will turn out to equal \(aba\).

```lean
/-- The normalised symmetriser: the average of all six permutations. -/
def symmetriser : A3 := (1 / 6 : ℚ) • ∑ g, P g
```

The symmetriser is \(S=\frac16\sum_g g\). The sign `•` multiplies an algebra element by a number.

```lean
/-- The normalised antisymmetriser: the average of all permutations weighted by their signs. -/
def antisymmetriser : A3 := (1 / 6 : ℚ) • ∑ g, ((Perm.sign g : ℤ) : ℚ) • P g
```

The antisymmetriser is \(A=\frac16\sum_g \operatorname{sgn}(g)\,g\). Lean stores the sign as an invertible integer, and the two type annotations turn it into a rational number.

```lean
/-- The Young operator c1 = (e + (12))(e - (13))/3. -/
def young1 : A3 := (1 / 3 : ℚ) • ((1 + p12) * (1 - p13))
```

This is \(c_1=\frac13(1+a)(1-b)\). It belongs to the Young tableau with first row 1, 2 and second row 3: antisymmetrise in the column, then symmetrise in the row.

```lean
/-- The Young operator c2 = (e + (13))(e - (12))/3. -/
def young2 : A3 := (1 / 3 : ℚ) • ((1 + p13) * (1 - p12))
```

This is \(c_2=\frac13(1+b)(1-a)\), for the tableau with first row 1, 3 and second row 2.

```lean
/-- The symmetriser, the two Young operators and the antisymmetriser, in this order. -/
def projector : Fin 4 → A3 := ![symmetriser, young1, young2, antisymmetriser]
```

The four elements become one family \(E_0=S\), \(E_1=c_1\), \(E_2=c_2\), \(E_3=A\), so that all their products can be covered by one statement.

## Six words in two transpositions

```lean
/-- Every permutation of three electrons is one of six words in (12) and (13). -/
theorem perm_cases : ∀ g : Perm (Fin 3), g = 1 ∨ g = swap 0 1 ∨ g = swap 0 2 ∨
    g = swap 0 1 * swap 0 2 ∨ g = swap 0 2 * swap 0 1 ∨
    g = swap 0 1 * swap 0 2 * swap 0 1 := by
  decide +kernel
```

Every permutation of three electrons is one of \(e,\ a,\ b,\ ab,\ ba,\ aba\). The symbol `∨` means "or", and `decide` settles the claim by running through all the permutations.

```lean
/-- A sum over all permutations of three electrons, written out in six terms. -/
theorem sum_perm (f : Perm (Fin 3) → A3) :
    ∑ g, f g = f 1 + f (swap 0 1) + f (swap 0 2) + f (swap 0 1 * swap 0 2) +
      f (swap 0 2 * swap 0 1) + f (swap 0 1 * swap 0 2 * swap 0 1) := by
  have h : (Finset.univ : Finset (Perm (Fin 3))) =
      {1, swap 0 1, swap 0 2, swap 0 1 * swap 0 2, swap 0 2 * swap 0 1,
        swap 0 1 * swap 0 2 * swap 0 1} := by
    ext g
    simpa only [Finset.mem_univ, Finset.mem_insert, Finset.mem_singleton, true_iff]
      using perm_cases g
  rw [h, Finset.sum_insert, Finset.sum_insert, Finset.sum_insert, Finset.sum_insert,
    Finset.sum_insert, Finset.sum_singleton]
  · abel
  all_goals decide
```

For any function \(f\) from permutations to the algebra, the sum over the group is the sum of six explicit terms. The proof first replaces the set of all permutations by the list of six words, then takes the terms out one at a time. Each such step requires that the word differ from those still in the list, and the final `decide` checks this.

```lean
/-- Multiplication rules for (12) and (13), alone and in front of a further factor x,
and the expression of (23) through them. -/
theorem word_rules : p12 * p12 = 1 ∧ p13 * p13 = 1 ∧
    p13 * (p12 * p13) = p12 * (p13 * p12) ∧
    (∀ x, p12 * (p12 * x) = x) ∧ (∀ x, p13 * (p13 * x) = x) ∧
    (∀ x, p13 * (p12 * (p13 * x)) = p12 * (p13 * (p12 * x))) ∧
    p23 = p12 * (p13 * p12) := by
  have h1 : p12 * p12 = 1 := by rw [p12, ← map_mul, swap_mul_self, map_one]
  have h2 : p13 * p13 = 1 := by rw [p13, ← map_mul, swap_mul_self, map_one]
  have h3 : p13 * (p12 * p13) = p12 * (p13 * p12) := by
    simp only [p12, p13, ← map_mul]
    exact congrArg P (by decide)
  refine ⟨h1, h2, h3, fun x => ?_, fun x => ?_, fun x => ?_, ?_⟩
  · rw [← mul_assoc, h1, one_mul]
  · rw [← mul_assoc, h2, one_mul]
  · simpa only [mul_assoc] using congrArg (fun y => y * x) h3
  · simp only [p12, p13, p23, ← map_mul]
    exact congrArg P (by decide)
```

The rules are

\[
a^2=1,\qquad b^2=1,\qquad bab=aba,\qquad (23)=aba .
\]

They reduce any product of \(a\)'s and \(b\)'s to one of the six words. The first three appear again with a further factor \(x\) on the right, because Lean will bracket long products to the right, where \(aax\) reads \(a(ax)\). The identities between permutations are checked directly and carried into the algebra by `P`.

```lean
/-- The symmetriser and the antisymmetriser written out in products of (12) and (13). -/
theorem symmetrisers_expanded :
    symmetriser = (1 / 6 : ℚ) •
      (1 + p12 + p13 + p12 * p13 + p13 * p12 + p12 * (p13 * p12)) ∧
    antisymmetriser = (1 / 6 : ℚ) •
      (1 - p12 - p13 + p12 * p13 + p13 * p12 - p12 * (p13 * p12)) := by
  have hs : Perm.sign (swap 0 1 : Perm (Fin 3)) = -1 := Perm.sign_swap (by decide)
  have ht : Perm.sign (swap 0 2 : Perm (Fin 3)) = -1 := Perm.sign_swap (by decide)
  constructor
  · rw [symmetriser, sum_perm]
    simp only [map_mul, map_one, p12, p13, mul_assoc]
  · rw [antisymmetriser, sum_perm]
    simp only [map_mul, map_one, hs, ht, Units.val_mul, Units.val_neg, Units.val_one,
      Int.cast_mul, Int.cast_neg, Int.cast_one, p12, p13, mul_assoc]
    module
```

In terms of the words,

\[
S=\tfrac16(1+a+b+ab+ba+aba),\qquad
A=\tfrac16(1-a-b+ab+ba-aba).
\]

A word with an odd number of transpositions has sign \(-1\). The proof inserts the six-term sum and, for \(A\), works out the signs from \(\operatorname{sgn}(a)=\operatorname{sgn}(b)=-1\).

## Orthogonal idempotents with sum one

```lean
set_option maxHeartbeats 400000 in
/-- The symmetriser, the two Young operators and the antisymmetriser are mutually orthogonal
idempotents, and their sum is the identity. -/
theorem resolution_of_identity :
    (∀ i j, projector i * projector j = if i = j then projector i else 0) ∧
    ∑ i, projector i = 1 := by
  obtain ⟨h1, h2, h3, h4, h5, h6, -⟩ := word_rules
  obtain ⟨hS, hA⟩ := symmetrisers_expanded
  constructor
  · intro i j
    -- multiply out, reduce every word, and compare coefficients
    fin_cases i <;> fin_cases j <;> simp [projector] <;>
      simp only [hS, hA, young1, young2, smul_mul_assoc, mul_smul_comm, mul_add, add_mul,
        mul_sub, sub_mul, mul_one, one_mul, mul_assoc, h1, h2, h3, h4, h5, h6] <;>
      module
  · rw [Fin.sum_univ_four]
    change symmetriser + young1 + young2 + antisymmetriser = 1
    simp only [hS, hA, young1, young2, mul_sub, add_mul, mul_one, one_mul]
    module
```

The first part says that \(E_iE_j=E_i\) if \(i=j\) and \(E_iE_j=0\) otherwise, for all sixteen pairs. The second says \(E_0+E_1+E_2+E_3=1\). "Orthogonal" refers to vanishing products in the algebra, not to an inner product. Reversing the factors of \(c_1\) gives \(\frac13(1-b)(1+a)\), a different element, so \(c_1\) need not act as a Hermitian operator even where permutations act unitarily.

By hand, start with the symmetrisers. Multiplication by a permutation \(g\), on either side, only reorders the sum over the group, so

\[
gS=Sg=S,\qquad gA=Ag=\operatorname{sgn}(g)A .
\]

Averaging over \(g\), with the sign included for \(A\), gives \(S^2=S\) and \(A^2=A\). Moreover \(SA=(Sa)A=S(aA)=-SA\), hence \(SA=0\), and \(AS=0\) in the same way.

For the products with \(c_1\), use \(S(1-b)=(1-b)S=0\) and \(A(1+a)=(1+a)A=0\):

\[
\begin{aligned}
Sc_1&=\tfrac13S(1+a)(1-b)=\tfrac23S(1-b)=0, & c_1S&=\tfrac13(1+a)(1-b)S=0,\\
Ac_1&=\tfrac13A(1+a)(1-b)=0, & c_1A&=\tfrac13(1+a)(1-b)A=\tfrac23(1+a)A=0.
\end{aligned}
\]

Exchanging \(a\) and \(b\) gives the same for \(c_2\). The products \(c_1c_2\) and \(c_2c_1\) vanish by the cancellation seen at the start.

The idempotence of \(c_1\) takes more work. Since \((1-b)^2=2(1-b)\),

\[
(1-b)(1+a)(1-b)=2(1-b)+a-ab-ba+bab .
\]

Replace \(bab\) by \(aba\) and multiply by \(1+a\) from the left. The last four terms give

\[
(1+a)(a-ab-ba+aba)=(1+a)-(ab+b)-(ba+aba)+(aba+ba)=1+a-b-ab,
\]

which is \((1+a)(1-b)\) again. In total,

\[
\big[(1+a)(1-b)\big]^2=3\,(1+a)(1-b),
\]

and the prefactor \(\frac13\) makes \(c_1^2=c_1\). The rules for \(a\) and \(b\) are symmetric under their exchange, so \(c_2^2=c_2\) as well.

For the sum,

\[
S+A=\tfrac13(1+ab+ba),\qquad c_1+c_2=\tfrac13(2-ab-ba),
\]

and together they give \(1\).

Lean takes a more uniform route. `fin_cases` splits the claim into sixteen products, `simp only` expands each one and reduces its words by the rules above, and `module` compares the rational coefficients. The sum is treated in the same way.

## The exchange (23) relates the two Young operators

```lean
/-- The transposition (23) conjugates the first Young operator into the second. -/
theorem young_conjugate : p23 * young1 * p23 = young2 := by
  obtain ⟨h1, h2, h3, h4, h5, h6, h7⟩ := word_rules
  simp only [h7, young1, young2, smul_mul_assoc, mul_smul_comm, mul_add, add_mul,
    mul_sub, sub_mul, mul_one, one_mul, mul_assoc, h1, h2, h3, h4, h5, h6]
```

The statement is \((23)\,c_1\,(23)=c_2\). Conjugation by \((23)\) renames electron 2 as 3 and vice versa, so it turns \((12)\) into \((13)\) and \((13)\) into \((12)\). Since \((23)^2=1\), it can be applied to each factor separately:

\[
(23)\,\tfrac13(1+a)(1-b)\,(23)=\tfrac13(1+b)(1-a)=c_2 .
\]

The Lean proof writes \((23)\) as \(aba\), expands and reduces the words.

## None of the four is zero

The zero element is idempotent and orthogonal to everything, so the product rules alone would allow a member of the family to vanish. The coefficient of the identity permutation excludes this.

```lean
/-- The regular representation: permutations act on functions on the group by
right translation of the argument. -/
def regular : Perm (Fin 3) →* Module.End ℚ (Perm (Fin 3) → ℚ) where
  toFun g :=
    { toFun := fun f h => f (h * g)
      map_add' := fun _ _ => rfl
      map_smul' := fun _ _ => rfl }
  map_one' := LinearMap.ext fun f => funext fun h => by
    change f (h * 1) = f h
    rw [mul_one]
  map_mul' g k := LinearMap.ext fun f => funext fun h => by
    change f (h * (g * k)) = f (h * g * k)
    rw [mul_assoc]
```

Here permutations act on rational-valued functions \(f\) on the group by \((g\cdot f)(h)=f(hg)\). The last two fields verify that the identity does nothing and that \(gk\) acts as \(k\) followed by \(g\):

\[
(g\cdot(k\cdot f))(h)=(k\cdot f)(hg)=f(hgk).
\]

```lean
/-- There is a linear functional that reads off the coefficient of the identity permutation. -/
theorem exists_coefficient :
    ∃ τ : A3 →ₗ[ℚ] ℚ, ∀ g, τ (P g) = if g = 1 then 1 else 0 := by
  obtain ⟨Φ, hΦ⟩ : ∃ Φ : A3 →ₐ[ℚ] Module.End ℚ (Perm (Fin 3) → ℚ),
      ∀ g, Φ (P g) = regular g :=
    ⟨MonoidAlgebra.lift _ _ _ regular, fun g => by simp [P]⟩
  -- act on the function concentrated at the identity and evaluate there
  refine ⟨{ toFun := fun x => Φ x (fun h => if h = 1 then 1 else 0) 1
            map_add' := fun x y => by rw [map_add]; rfl
            map_smul' := fun q x => by rw [map_smul]; rfl }, fun g => ?_⟩
  change Φ (P g) (fun h => if h = 1 then 1 else 0) 1 = _
  rw [hΦ]
  change (if 1 * g = 1 then (1 : ℚ) else 0) = _
  rw [one_mul]
```

There is a linear map \(\tau\) from the algebra to the rationals with \(\tau(e)=1\) and \(\tau(g)=0\) for every other permutation. To construct it, extend the action linearly to the whole algebra; this is the map `Φ`. Let an element act on the function \(\delta\) that is 1 at the identity and 0 elsewhere, and evaluate the result at the identity. For a permutation \(g\) this gives \(\delta(e\,g)=\delta(g)\), as required.

```lean
/-- None of the four idempotents vanishes. -/
theorem projector_ne_zero (i : Fin 4) : projector i ≠ 0 := by
  obtain ⟨τ, hτ⟩ := exists_coefficient
  obtain ⟨hS, hA⟩ := symmetrisers_expanded
  have t0 : τ 1 = 1 := by rw [← map_one P, hτ]; exact if_pos rfl
  have t1 : τ p12 = 0 := by rw [p12, hτ]; exact if_neg (by decide)
  have t2 : τ p13 = 0 := by rw [p13, hτ]; exact if_neg (by decide)
  have t3 : τ (p12 * p13) = 0 := by
    rw [p12, p13, ← map_mul, hτ]; exact if_neg (by decide)
  have t4 : τ (p13 * p12) = 0 := by
    rw [p12, p13, ← map_mul, hτ]; exact if_neg (by decide)
  have t5 : τ (p12 * (p13 * p12)) = 0 := by
    rw [p12, p13, ← map_mul, ← map_mul, hτ]; exact if_neg (by decide)
  have key : ∀ x, τ x ≠ 0 → x ≠ 0 := fun x hx h => hx (by rw [h, map_zero])
  have n0 : τ symmetriser ≠ 0 := by
    rw [hS]; simp only [map_smul, map_add, t0, t1, t2, t3, t4, t5, smul_eq_mul]; norm_num
  have n1 : τ young1 ≠ 0 := by
    simp only [young1, mul_sub, add_mul, mul_one, one_mul, map_smul, map_add, map_sub,
      t0, t1, t2, t3, smul_eq_mul]
    norm_num
  have n2 : τ young2 ≠ 0 := by
    simp only [young2, mul_sub, add_mul, mul_one, one_mul, map_smul, map_add, map_sub,
      t0, t1, t2, t4, smul_eq_mul]
    norm_num
  have n3 : τ antisymmetriser ≠ 0 := by
    rw [hA]
    simp only [map_smul, map_add, map_sub, t0, t1, t2, t3, t4, t5, smul_eq_mul]
    norm_num
  fin_cases i
  · exact key symmetriser n0
  · exact key young1 n1
  · exact key young2 n2
  · exact key antisymmetriser n3

end

end YoungSymmetrisersS3
```

The theorem says \(E_i\neq0\) for each of the four indices. From the expansions,

\[
\tau(S)=\tau(A)=\tfrac16,\qquad \tau(c_1)=\tau(c_2)=\tfrac13 .
\]

The lines `t0` to `t5` evaluate \(\tau\) on the six words, `key` states that an element with non-zero \(\tau\) is itself non-zero, and `n0` to `n3` compute the four values.

On any space of three-electron functions on which permutations act linearly, these identities split the space into four subspaces, the images of \(S\), \(A\), \(c_1\) and \(c_2\): a symmetric one, an antisymmetric one and two of mixed symmetry, any of which may be zero. The transposition \((23)\) maps the two mixed subspaces onto each other, so neither is closed under permutations unless it is zero. On a complete wave function of positions and spins, which is antisymmetric, only \(A\) gives a non-zero result. On the spin functions of three electrons, \(S\) selects total spin \(3/2\), \(c_1\) and \(c_2\) each select a part with spin \(1/2\), and \(A\) gives zero. The theorems concern the algebra for three electrons only; they do not treat Young operators for larger numbers of electrons, nor whether \(c_1\) and \(c_2\) can be split further.

```lean
#print axioms YoungSymmetrisersS3.resolution_of_identity
-- 'YoungSymmetrisersS3.resolution_of_identity' depends on axioms: [propext, Classical.choice, Quot.sound]
#print axioms YoungSymmetrisersS3.young_conjugate
-- 'YoungSymmetrisersS3.young_conjugate' depends on axioms: [propext, Classical.choice, Quot.sound]
#print axioms YoungSymmetrisersS3.projector_ne_zero
-- 'YoungSymmetrisersS3.projector_ne_zero' depends on axioms: [propext, Classical.choice, Quot.sound]
```
